# The spin-1/2 selection rule for removing one electron

States are vectors with complex entries labelled by a finite set `n`, and operators are square matrices on the same space, so states before and after the removal of an electron live side by side in it. Units have $\hbar=1$.

In Lean 4 with Mathlib:

```lean
import Mathlib

open Matrix Complex

namespace SpinSelectionElectronRemoval

noncomputable section

variable {n : Type*} [Fintype n] [DecidableEq n]
```

The indices $i=0,1,2$ stand for $x,y,z$, and $s,t=0,1$ for spin up and down. The matrices $\sigma_i$ are the usual Pauli matrices.

```lean
/-- The three Pauli matrices. -/
def pauli : Fin 3 → Matrix (Fin 2) (Fin 2) ℂ :=
  ![!![0, 1; 1, 0], !![0, -I; I, 0], !![1, 0; 0, -1]]
```

The total spin has Hermitian components $S_i$ with $[S_0,S_1]=iS_2$ and its cyclic partners.

```lean
/-- Hermitian spin components with the su(2) commutation relations (ħ = 1). -/
structure IsSpin (S : Fin 3 → Matrix n n ℂ) : Prop where
  herm : ∀ i, (S i).IsHermitian
  xy : S 0 * S 1 - S 1 * S 0 = I • S 2
  yz : S 1 * S 2 - S 2 * S 1 = I • S 0
  zx : S 2 * S 0 - S 0 * S 2 = I • S 1
```

A removal pair $a_0,a_1$ satisfies

$$[S_i,a_s]=-\tfrac12\sum_t(\sigma_i)_{st}\,a_t .$$

This fixes how the pair behaves under spin rotations. It does not by itself say that an electron is removed: the creation operators $a_1^\dagger,-a_0^\dagger$, in this order, satisfy the same relations. Annihilation operators of an orbital obey it when $S_i$ is the total electron spin; here it is a hypothesis, and no anticommutation relations are assumed.

```lean
/-- The pair `a 0`, `a 1` has the commutators with the spin that belong to the removal of a
spin-up and a spin-down electron. -/
def IsRemovalPair (S : Fin 3 → Matrix n n ℂ) (a : Fin 2 → Matrix n n ℂ) : Prop :=
  ∀ i s, S i * a s - a s * S i = (-(1 / 2) : ℂ) • ∑ t, pauli i s t • a t
```

The square of the spin is $S^2=\sum_i S_iS_i$.

```lean
/-- The total spin operator S². -/
def spinSq (S : Fin 3 → Matrix n n ℂ) : Matrix n n ℂ := ∑ i, S i * S i
```

A vector $\psi$ has spin $q$ if $q\ge0$ and $S^2\psi=q(q+1)\psi$. The number $q$ is real and is not required to be a half-integer. The zero vector is admitted, and does no harm because its amplitudes vanish.

```lean
/-- The vector `ψ` satisfies S²ψ = q(q+1)ψ with `q ≥ 0`. -/
def HasSpin (S : Fin 3 → Matrix n n ℂ) (q : ℝ) (ψ : n → ℂ) : Prop :=
  0 ≤ q ∧ spinSq S *ᵥ ψ = ((q * (q + 1) : ℝ) : ℂ) • ψ
```

The amplitude $\langle\varphi,A\psi\rangle$ is conjugate-linear in the final state $\varphi$. Vectors need not be normalised; for physical weights, take unit vectors.

```lean
/-- The transition amplitude ⟨φ, Aψ⟩. -/
def amp (φ : n → ℂ) (A : Matrix n n ℂ) (ψ : n → ℂ) : ℂ := star φ ⬝ᵥ (A *ᵥ ψ)
```

## (a) Commuting twice with a quadratic form

Let $x,j,z$ satisfy $[x,j]=-z$, $[j,z]=-x$, $[z,x]=j$, and let $a,b$ satisfy

$$[x,a]=[j,a]=-\tfrac12b,\quad [z,a]=-\tfrac12a,\quad [x,b]=-\tfrac12a,\quad [j,b]=\tfrac12a,\quad [z,b]=\tfrac12b.$$

With $C=x^2-j^2+z^2$, show that

$$[C,[C,a]]=\tfrac12(Ca+aC)+\tfrac3{16}a,$$

and the same for $b$.

First, $C$ commutes with $x$, since

$$[C,x]=-(jz+zj)+(zj+jz)=0.$$

Likewise $[C,j]=-(xz+zx)+(zx+xz)=0$ and $[C,z]=-(xj+jx)+(jx+xj)=0$.

Next, the product rule gives

$$[C,a]=-\tfrac12(xb+bx)+\tfrac12(jb+bj)-\tfrac12(za+az).$$

Insert $bx=xb+\tfrac12a$, $bj=jb-\tfrac12a$ and $az=za+\tfrac12a$. With the same steps for $b$,

$$[C,a]=-P-\tfrac34a,\qquad P=xb-jb+za,$$
$$[C,b]=-Q-\tfrac34b,\qquad Q=xa+ja-zb.$$

Because $C$ passes through $x,j,z$, a second commutator gives

$$[C,[C,a]]=xQ-jQ+zP+\tfrac34P-\tfrac34[C,a].$$

Expanding the first three terms,

$$xQ-jQ+zP=Ca+[x,j]a+[z,x]b+[j,z]b=Ca-P.$$

Now eliminate $P=-[C,a]-\tfrac34a$:

$$[C,[C,a]]=Ca-\tfrac14P-\tfrac34[C,a]=Ca-\tfrac12[C,a]+\tfrac3{16}a,$$

which is the target. For $b$, the corresponding sum is $xP+jP-zQ=Cb-Q$, and the rest is identical.

In the code, `cx`, `cj`, `cz` are the vanishing commutators, and `hA`, `hB` are the single commutators.

```lean
/-- The double commutator of C = x² - j² + z² with `a` and with `b`, when x, j, z obey the
su(2) relations written for j = i S_y and (a, b) is a removal pair. -/
theorem double_commutator_real_form {R : Type*} [Ring R] [Algebra ℂ R] {x j z a b C : R}
    (hC : C = x * x - j * j + z * z)
    (hxj : x * j - j * x = -z) (hjz : j * z - z * j = -x) (hzx : z * x - x * z = j)
    (hxa : x * a - a * x = (-(1 / 2) : ℂ) • b) (hxb : x * b - b * x = (-(1 / 2) : ℂ) • a)
    (hja : j * a - a * j = (-(1 / 2) : ℂ) • b) (hjb : j * b - b * j = (1 / 2 : ℂ) • a)
    (hza : z * a - a * z = (-(1 / 2) : ℂ) • a) (hzb : z * b - b * z = (1 / 2 : ℂ) • b) :
    C * (C * a - a * C) - (C * a - a * C) * C
        = (1 / 2 : ℂ) • (C * a + a * C) + (3 / 16 : ℂ) • a ∧
      C * (C * b - b * C) - (C * b - b * C) * C
        = (1 / 2 : ℂ) • (C * b + b * C) + (3 / 16 : ℂ) • b := by
  -- C commutes with every spin component
  have cx : C * x = x * C := by
    rw [hC]
    linear_combination (norm := noncomm_ring) j * hxj + hxj * j + z * hzx + hzx * z
  have cj : C * j = j * C := by
    rw [hC]
    linear_combination (norm := noncomm_ring) x * hxj + hxj * x - z * hjz - hjz * z
  have cz : C * z = z * C := by
    rw [hC]
    linear_combination (norm := noncomm_ring) -(x * hzx) - hzx * x - j * hjz - hjz * j
  -- the single commutators produce the coupling σ·S
  have hA : C * a - a * C = -(x * b - j * b + z * a) - (3 / 4 : ℂ) • a := by
    rw [hC]
    linear_combination (norm := skip) x * hxa + hxa * x + (1 / 2 : ℂ) • hxb
      - j * hja - hja * j - (1 / 2 : ℂ) • hjb + z * hza + hza * z + (1 / 2 : ℂ) • hza
    simp only [mul_add, add_mul, mul_sub, sub_mul, mul_smul_comm, smul_mul_assoc, mul_assoc]
    module
  have hB : C * b - b * C = -(x * a + j * a - z * b) - (3 / 4 : ℂ) • b := by
    rw [hC]
    linear_combination (norm := skip) x * hxb + hxb * x + (1 / 2 : ℂ) • hxa
      - j * hjb - hjb * j + (1 / 2 : ℂ) • hja + z * hzb + hzb * z - (1 / 2 : ℂ) • hzb
    simp only [mul_add, add_mul, mul_sub, sub_mul, mul_smul_comm, smul_mul_assoc, mul_assoc]
    module
  -- commuting once more closes the algebra
  constructor
  on_goal 1 => linear_combination (norm := skip) C * hA - hA * C - cx * b - x * hB + cj * b
    + j * hB - cz * a - z * hA + hxj * a + hzx * b + hjz * b - hC * a - (1 / 4 : ℂ) • hA
  on_goal 2 => linear_combination (norm := skip) C * hB - hB * C - cx * a - x * hA - cj * a
    - j * hA + cz * b + z * hB - hxj * b - hzx * a + hjz * a - hC * b - (1 / 4 : ℂ) • hB
  all_goals
    simp only [mul_add, add_mul, mul_sub, sub_mul, mul_neg, neg_mul, mul_smul_comm,
      smul_mul_assoc, mul_assoc]
    module
```

The device that carries this algebra is `linear_combination` with a changed normaliser. The tactic takes a combination of known equations and leaves the remaining algebraic identity to a normaliser, by default one for commutative rings. Here the factors do not commute, so an equation is multiplied on a chosen side: `x * hxa + hxa * x` is the product rule for $[x^2,a]$. The option `(norm := skip)` leaves the identity open, `simp only` expands it into ordered products, and `module` compares their scalar coefficients. The shorter commutator checks use `noncomm_ring` instead.

## (b) The identity for the total spin

For a removal pair, show that

$$[S^2,[S^2,a_s]]=\tfrac12(S^2a_s+a_sS^2)+\tfrac3{16}a_s .$$

Put $x=S_0$, $j=iS_1$, $z=S_2$, $a=a_0$, $b=a_1$. Then $-j^2=S_1^2$, so $C=S^2$. The spin relations become

$$[x,j]=i(iS_2)=-z,\qquad [j,z]=i(iS_0)=-x,\qquad [z,x]=iS_1=j.$$

The Pauli matrix $\sigma_1$ gives $[S_1,a_0]=\tfrac i2a_1$ and $[S_1,a_1]=-\tfrac i2a_0$, hence $[j,a]=-\tfrac12b$ and $[j,b]=\tfrac12a$. The relations with $x$ and $z$ follow directly from $\sigma_0$ and $\sigma_2$, so part (a) applies.

The facts `y0` and `y1` are the two commutators with $S_1$; the final case split selects $a_0$ or $a_1$.

```lean
/-- If S has the spin commutation relations and `a` is a removal pair for it, then each member of
the pair satisfies [S²,[S²,a]] = (S²a + aS²)/2 + 3a/16. -/
theorem double_commutator {S : Fin 3 → Matrix n n ℂ} {a : Fin 2 → Matrix n n ℂ}
    (hS : IsSpin S) (ha : IsRemovalPair S a) (s : Fin 2) :
    spinSq S * (spinSq S * a s - a s * spinSq S) - (spinSq S * a s - a s * spinSq S) * spinSq S
      = (1 / 2 : ℂ) • (spinSq S * a s + a s * spinSq S) + (3 / 16 : ℂ) • a s := by
  have y0 : S 1 * a 0 - a 0 * S 1 = (I / 2) • a 1 := by
    rw [ha 1 0, Fin.sum_univ_two, show pauli 1 0 0 = 0 from rfl, show pauli 1 0 1 = -I from rfl]
    module
  have y1 : S 1 * a 1 - a 1 * S 1 = (-(I / 2)) • a 0 := by
    rw [ha 1 1, Fin.sum_univ_two, show pauli 1 1 0 = I from rfl, show pauli 1 1 1 = 0 from rfl]
    module
  -- with j = i S_y every coefficient is rational
  have h := double_commutator_real_form (x := S 0) (j := I • S 1) (z := S 2)
    (a := a 0) (b := a 1) (C := spinSq S)
    (by rw [spinSq, Fin.sum_univ_three, smul_mul_smul_comm, I_mul_I]; module)
    (by rw [mul_smul_comm, smul_mul_assoc, ← smul_sub, hS.xy, smul_smul, I_mul_I, neg_one_smul])
    (by rw [mul_smul_comm, smul_mul_assoc, ← smul_sub, hS.yz, smul_smul, I_mul_I, neg_one_smul])
    hS.zx
    (by rw [ha 0 0]; simp [pauli, Fin.sum_univ_two])
    (by rw [ha 0 1]; simp [pauli, Fin.sum_univ_two])
    (by rw [mul_smul_comm, smul_mul_assoc, ← smul_sub, y0, smul_smul,
          show I * (I / 2) = -(1 / 2) by linear_combination (1 / 2) * I_mul_I])
    (by rw [mul_smul_comm, smul_mul_assoc, ← smul_sub, y1, smul_smul,
          show I * (-(I / 2)) = 1 / 2 by linear_combination (-1 / 2) * I_mul_I])
    (by rw [ha 2 0]; simp [pauli, Fin.sum_univ_two])
    (by rw [ha 2 1]; simp [pauli, Fin.sum_univ_two])
  fin_cases s
  · exact h.1
  · exact h.2
```

## (c) A Hermitian operator next to the final state

Let $C$ be Hermitian and $C\varphi=c\varphi$ with $c$ real. Show that

$$\langle\varphi,CA\psi\rangle=c\,\langle\varphi,A\psi\rangle .$$

Move $C$ to the left:

$$\langle\varphi,CA\psi\rangle=\langle C\varphi,A\psi\rangle=\bar c\,\langle\varphi,A\psi\rangle=c\,\langle\varphi,A\psi\rangle.$$

`Matrix.star_mulVec` supplies the adjoint, and `Complex.conj_ofReal` removes the conjugation.

```lean
omit [DecidableEq n] in
/-- A Hermitian operator standing on the left of an amplitude acts on the final eigenvector
and gives its real eigenvalue. -/
theorem amp_hermitian_mul {C : Matrix n n ℂ} (hC : C.IsHermitian) {c : ℝ} {φ : n → ℂ}
    (hφ : C *ᵥ φ = (c : ℂ) • φ) (A : Matrix n n ℂ) (ψ : n → ℂ) :
    amp φ (C * A) ψ = c * amp φ A ψ := by
  have h := Matrix.star_mulVec C φ
  rw [hφ, star_smul, hC.eq, Complex.star_def, Complex.conj_ofReal] at h
  rw [amp, ← Matrix.mulVec_mulVec, Matrix.dotProduct_mulVec, ← h, smul_dotProduct, smul_eq_mul,
    amp]
```

## (d) Which spin changes are forbidden

Let $\psi$ have spin $q$ and $\varphi$ spin $q'$. Show that

$$|q-q'|\ne\tfrac12\quad\Longrightarrow\quad\langle\varphi,a_s\psi\rangle=0 .$$

Write $M=\langle\varphi,a_s\psi\rangle$, $\lambda=q(q+1)$ and $\lambda'=q'(q'+1)$. Since $S^2$ is Hermitian, it acts as $\lambda'$ on the left and as $\lambda$ on the right. Part (b) becomes

$$\left[(\lambda'-\lambda)^2-\tfrac12(\lambda'+\lambda)-\tfrac3{16}\right]M=0 .$$

With $d=q'-q$ and $r=q+q'+1$, we have $\lambda'-\lambda=dr$ and $\lambda'+\lambda=\tfrac12(d^2+r^2-1)$. Therefore

$$\left(d^2-\tfrac14\right)\left(r^2-\tfrac14\right)M=0 .$$

As $q,q'\ge0$, $r\ge1$ and the second factor is at least $\tfrac34$. The first vanishes only for $|d|=\tfrac12$, so otherwise $M=0$.

For a numerical instance, take a doublet, $q=\tfrac12$, and a quintet, $q'=2$. Then $\lambda=\tfrac34$ and $\lambda'=6$, and the bracket is $\tfrac{441}{16}-\tfrac{54}{16}-\tfrac3{16}=24$. Thus $24M=0$, and the transition is forbidden.

In the proof, `left` and `right` evaluate $S^2$, `key` is the scalar equation, and `fac` its factorised form.

```lean
/-- Spin selection rule: removing one electron has zero amplitude between states of spin `q`
and `q'` unless the two spins differ by exactly 1/2. -/
theorem removal_selection_rule {S : Fin 3 → Matrix n n ℂ} {a : Fin 2 → Matrix n n ℂ}
    (hS : IsSpin S) (ha : IsRemovalPair S a) {q q' : ℝ} {ψ φ : n → ℂ}
    (hψ : HasSpin S q ψ) (hφ : HasSpin S q' φ) (hq : |q - q'| ≠ 1 / 2) (s : Fin 2) :
    amp φ (a s) ψ = 0 := by
  have hH : (spinSq S).IsHermitian := by
    have h : ∀ i, (S i)ᴴ = S i := fun i => (hS.herm i).eq
    change (spinSq S)ᴴ = spinSq S
    simp only [spinSq, Matrix.conjTranspose_sum, Matrix.conjTranspose_mul, h]
  have left := fun A => amp_hermitian_mul hH hφ.2 A ψ
  have right : ∀ A, amp φ (A * spinSq S) ψ = ((q * (q + 1) : ℝ) : ℂ) * amp φ A ψ := by
    intro A
    rw [amp, ← Matrix.mulVec_mulVec, hψ.2, Matrix.mulVec_smul, dotProduct_smul, smul_eq_mul, amp]
  -- the operator identity becomes a scalar equation for the amplitude
  have key := congrArg (fun A => amp φ A ψ) (double_commutator hS ha s)
  simp only [amp] at left right key ⊢
  simp only [Matrix.sub_mulVec, Matrix.add_mulVec, Matrix.smul_mulVec, dotProduct_sub,
    dotProduct_add, dotProduct_smul, smul_eq_mul, left, right] at key
  have fac : ((((q' - q) ^ 2 - 1 / 4) * ((q + q' + 1) ^ 2 - 1 / 4) : ℝ) : ℂ)
      * (star φ ⬝ᵥ (a s *ᵥ ψ)) = 0 := by
    push_cast at key ⊢
    linear_combination key
  refine (mul_eq_zero.mp fac).resolve_left fun h0 => ?_
  rcases mul_eq_zero.mp (Complex.ofReal_eq_zero.mp h0) with h | h
  · have h2 : (q - q') ^ 2 = (1 / 2) ^ 2 := by linear_combination h
    rw [sq_eq_sq_iff_abs_eq_abs, abs_of_pos (by norm_num : (0 : ℝ) < 1 / 2)] at h2
    exact hq h2
  · nlinarith [hψ.1, hφ.1, mul_nonneg hψ.1 hφ.1]
```

## (e) Photoemission from several orbitals

Let each orbital $k$ have a removal pair $a_{ks}$, and let $f_{ks}$ be arbitrary complex coefficients. Show that

$$\Bigl|\Bigl\langle\varphi,\sum_{k,s}f_{ks}a_{ks}\psi\Bigr\rangle\Bigr|^2\ne0\quad\Longrightarrow\quad|q-q'|=\tfrac12 .$$

If $|q-q'|\ne\tfrac12$, part (d) makes every $\langle\varphi,a_{ks}\psi\rangle$ zero. By linearity the whole sum vanishes, contradicting the non-zero weight. The code carries this through both sums with `Finset.sum_induction`.

The coefficients stand for the light-matter matrix elements, with the outgoing electron treated as decoupled from the remaining system. In a finite model whose states have definite total spin, a photoemission calculation can therefore omit final states with any other spin change. Spin-orbit coupling generally mixes spins, and the rule then does not apply directly to the energy eigenstates. An allowed spin change may still have zero weight for another reason, such as spatial symmetry.

```lean
/-- A photoemission peak, with weight |⟨φ, Σ f a ψ⟩|² for any superposition of removals from
several orbitals, can be non-zero only if initial and final spin differ by 1/2. -/
theorem photoemission_peak {κ : Type*} [Fintype κ] {S : Fin 3 → Matrix n n ℂ}
    {a : κ → Fin 2 → Matrix n n ℂ} (hS : IsSpin S) (ha : ∀ k, IsRemovalPair S (a k))
    (f : κ → Fin 2 → ℂ) {q q' : ℝ} {ψ φ : n → ℂ} (hψ : HasSpin S q ψ) (hφ : HasSpin S q' φ)
    (hpeak : ‖amp φ (∑ k, ∑ s, f k s • a k s) ψ‖ ^ 2 ≠ 0) : |q - q'| = 1 / 2 := by
  by_contra hq
  have add : ∀ A B, amp φ A ψ = 0 → amp φ B ψ = 0 → amp φ (A + B) ψ = 0 := by
    intro A B hA hB
    rw [amp] at hA hB ⊢
    rw [Matrix.add_mulVec, dotProduct_add, hA, hB, add_zero]
  have zero : amp φ 0 ψ = 0 := by simp [amp]
  apply hpeak
  rw [Finset.sum_induction _ (fun A => amp φ A ψ = 0) add zero fun k _ =>
    Finset.sum_induction _ (fun A => amp φ A ψ = 0) add zero fun s _ => ?_]
  · simp
  · have h := removal_selection_rule hS (ha k) hψ hφ hq s
    rw [amp] at h ⊢
    rw [Matrix.smul_mulVec, dotProduct_smul, h, smul_zero]
```

## (f) One orbital with at most one electron

In the basis $|{\rm empty}\rangle,|0\rangle,|1\rangle$, where $0,1$ mean up and down, set

$$S_i=\tfrac12\sum_{s,t}|s\rangle(\sigma_i)_{st}\langle t|,\qquad a_s=|{\rm empty}\rangle\langle s| .$$

Show that these matrices satisfy the spin relations and form a removal pair.

The $S_i$ are Hermitian and inherit their commutators from $\sigma_i/2$. They annihilate the empty state, so $S_ia_s=0$, while

$$a_sS_i=\tfrac12\sum_t(\sigma_i)_{st}a_t .$$

Subtracting gives the required commutator. Double occupation is excluded from this model. The code checks the relations entry by entry.

```lean
/-- Spin components of one orbital with at most one electron, in the basis empty, up, down. -/
def orbitalSpin : Fin 3 → Matrix (Fin 3) (Fin 3) ℂ :=
  ![!![0, 0, 0; 0, 0, 1 / 2; 0, 1 / 2, 0], !![0, 0, 0; 0, 0, -I / 2; 0, I / 2, 0],
    !![0, 0, 0; 0, 1 / 2, 0; 0, 0, -1 / 2]]

/-- Removal of the up and of the down electron from this orbital, in the same basis. -/
def orbitalRemoval : Fin 2 → Matrix (Fin 3) (Fin 3) ℂ :=
  ![!![0, 1, 0; 0, 0, 0; 0, 0, 0], !![0, 0, 1; 0, 0, 0; 0, 0, 0]]

set_option maxHeartbeats 400000 in
/-- The spin and removal operators of this orbital satisfy the assumed relations. -/
theorem removal_selection_rule_witness :
    IsSpin orbitalSpin ∧ IsRemovalPair orbitalSpin orbitalRemoval := by
  refine ⟨⟨fun k => Matrix.IsHermitian.ext fun i j => ?_, ?_, ?_, ?_⟩, fun k s => ?_⟩
  · fin_cases k <;> fin_cases i <;> fin_cases j <;> simp [orbitalSpin]
  · ext i j
    fin_cases i <;> fin_cases j <;> simp [orbitalSpin] <;> ring
  · ext i j
    fin_cases i <;> fin_cases j <;> simp [orbitalSpin] <;> ring
  · ext i j
    fin_cases i <;> fin_cases j <;> simp [orbitalSpin] <;> ring_nf <;>
      norm_num [Complex.I_sq]
  · ext i j
    fin_cases k <;> fin_cases s <;> fin_cases i <;> fin_cases j <;>
      simp [orbitalSpin, orbitalRemoval, pauli] <;> ring
```

## (g) An allowed transition

In this orbital, show that the up state has spin $\tfrac12$, the empty state has spin $0$, and

$$\langle{\rm empty},a_0\,0\rangle=1 ,$$

where the last $0$ denotes the up state.

Each $S_i^2$ is $\tfrac14$ on the occupied states and zero on the empty one, so $S^2=\mathrm{diag}(0,\tfrac34,\tfrac34)$. These eigenvalues are $q(q+1)$ for $q=0$ and $q=\tfrac12$. Finally, $a_0$ maps the up state to the empty state, and both are unit vectors. The fact `hC` records the diagonal form of $S^2$.

```lean
/-- A spin change of 1/2 does occur: removing the up electron from this orbital leads from
spin 1/2 to spin 0 with amplitude 1. -/
theorem half_spin_change_occurs :
    HasSpin orbitalSpin (1 / 2) ![0, 1, 0] ∧ HasSpin orbitalSpin 0 ![1, 0, 0] ∧
      amp ![1, 0, 0] (orbitalRemoval 0) ![0, 1, 0] = 1 := by
  -- S² is diagonal in the occupation basis
  have hC : spinSq orbitalSpin = Matrix.diagonal ![0, 3 / 4, 3 / 4] := by
    ext i j
    fin_cases i <;> fin_cases j <;>
      simp [spinSq, orbitalSpin, Matrix.mul_apply, Fin.sum_univ_succ] <;>
      linear_combination (-1 / 4) * Complex.I_sq
  refine ⟨⟨by norm_num, ?_⟩, ⟨le_rfl, ?_⟩, ?_⟩
  · rw [hC]
    ext i
    fin_cases i <;> simp [Matrix.mulVec_diagonal] <;> norm_num
  · rw [hC]
    ext i
    fin_cases i <;> simp [Matrix.mulVec_diagonal]
  · simp [amp, orbitalRemoval, Matrix.mulVec, dotProduct, Fin.sum_univ_succ]

end

end SpinSelectionElectronRemoval
```

```lean
#print axioms SpinSelectionElectronRemoval.removal_selection_rule
#print axioms SpinSelectionElectronRemoval.photoemission_peak
#print axioms SpinSelectionElectronRemoval.half_spin_change_occurs
```

```
'SpinSelectionElectronRemoval.removal_selection_rule' depends on axioms: [propext, Classical.choice, Quot.sound]
'SpinSelectionElectronRemoval.photoemission_peak' depends on axioms: [propext, Classical.choice, Quot.sound]
'SpinSelectionElectronRemoval.half_spin_change_occurs' depends on axioms: [propext, Classical.choice, Quot.sound]
```
